# Casida Eigenvalues as Density-Response Resonances Away from the Bare Transition Energies

Let D be the diagonal matrix of the bare transition energies D_i, R the matrix of transition densities for real orbitals, f the interaction kernel and χ₀(ω) the bare density response. If ω² differs from every D_i², then

det(1 − χ₀ f) · det(ω² − D²) = det(ω² − D² − 2D Rᵀ f R).

At such a frequency, a density oscillation can sustain itself without an external field exactly when ω² is an eigenvalue of the Casida matrix C = D² + 2D Rᵀ f R. In linear-response TDDFT with a finite basis and a frequency-independent kernel that acts on the density alone, excitation energies away from the bare ones can therefore be found by diagonalising C and taking the square roots of its positive eigenvalues, instead of searching for zeros of det(1 − χ₀ f) frequency by frequency.

## Transitions, densities and the bare response

The index type `n` labels transitions and `m` labels density basis functions. Scalars lie in a field `K`. Taking it to be ℝ gives real frequencies; taking it to be ℂ allows complex ones.

```lean
import Mathlib

open Matrix

namespace CasidaEquation

noncomputable section

variable {K m n : Type*} [Field K] [Fintype n] [DecidableEq n]
```

Column i of R holds the expansion coefficients of the i-th transition density. With G = diag(2D_i/(ω² − D_i²)), the bare response is

χ₀(ω) = R G Rᵀ.

The transpose carries no complex conjugation, which fits real orbitals. The 2 in G comes from combining the resonant and antiresonant terms; any spin factor has to be put into R or f, or expressed by listing spin transitions separately.

```lean
/-- The bare density response at frequency `ω`, built from transition energies `D` and
transition densities `R` (one column per transition). -/
def chi0 (D : n → K) (R : Matrix m n K) (ω : K) : Matrix m m K :=
  R * diagonal (fun i => 2 * D i / (ω ^ 2 - D i ^ 2)) * Rᵀ
```

The kernel f is a matrix in the density basis. With the Coulomb interaction alone it describes the RPA; adding a frequency-independent exchange-correlation part gives adiabatic TDDFT. The exact exchange in hybrid functionals responds to the density matrix, not to the density alone, and is not covered by this form. Transitions couple through Rᵀ f R, and the Casida matrix is

C = D² + 2D Rᵀ f R.

```lean
/-- The Casida matrix `D² + 2 D Rᵀ f R` in the space of transitions. -/
def casidaMatrix [Fintype m] (D : n → K) (R : Matrix m n K) (f : Matrix m m K) : Matrix n n K :=
  diagonal (fun i => D i ^ 2) + diagonal (fun i => 2 * D i) * (Rᵀ * f * R)
```

C is generally not symmetric, because 2D multiplies the coupling from the left only. For real, positive D_i the factor can be shared between the two sides:

C_s = D² + 2 D^(1/2) Rᵀ f R D^(1/2).

```lean
/-- The Casida matrix in its square-root form `D² + 2 D^(1/2) Rᵀ f R D^(1/2)`. -/
def symmetricCasida [Fintype m] (D : n → ℝ) (R : Matrix m n ℝ) (f : Matrix m m ℝ) : Matrix n n ℝ :=
  diagonal (fun i => D i ^ 2) +
    (2 : ℝ) • (diagonal (fun i => √(D i)) * (Rᵀ * f * R) * diagonal (fun i => √(D i)))
```

## Resonant and antiresonant poles

For one transition, partial fractions give

1/(ω − D_i) − 1/(ω + D_i) = [(ω + D_i) − (ω − D_i)]/(ω² − D_i²) = 2D_i/(ω² − D_i²).

Writing out the matrix product then yields

χ₀(ω)_ab = Σ_i R_ai R_bi [1/(ω − D_i) − 1/(ω + D_i)].

The hypothesis `h` says that ω² ≠ D_i² for every i, so the frequency sits on no bare pole. In the proof, `h1` and `h2` derive from it that both denominators are nonzero, and `h4` is the partial-fraction step.

```lean
/-- Away from the bare transition energies, the bare response is a sum over transitions of a
resonant and an antiresonant pole. -/
theorem chi0_eq_sum_poles (D : n → K) (R : Matrix m n K) (ω : K)
    (h : ∀ i, ω ^ 2 ≠ D i ^ 2) (a b : m) :
    chi0 D R ω a b = ∑ i, R a i * R b i * (1 / (ω - D i) - 1 / (ω + D i)) := by
  rw [chi0, Matrix.mul_apply]
  refine Finset.sum_congr rfl fun i _ => ?_
  rw [Matrix.mul_diagonal, Matrix.transpose_apply]
  have h1 : ω - D i ≠ 0 := fun e => h i (by linear_combination (ω + D i) * e)
  have h2 : ω + D i ≠ 0 := fun e => h i (by linear_combination (ω - D i) * e)
  have h3 : ω ^ 2 - D i ^ 2 ≠ 0 := sub_ne_zero.mpr (h i)
  -- partial fractions for a single transition
  have h4 : 2 * D i / (ω ^ 2 - D i ^ 2) = 1 / (ω - D i) - 1 / (ω + D i) := by
    rw [div_sub_div _ _ h1 h2, div_eq_div_iff h3 (mul_ne_zero h1 h2)]
    ring
  rw [h4]
  ring
```

## Factoring out the bare energies

Set P = diag(ω² − D_i²). Since no diagonal entry of P vanishes, PG = 2D, and therefore

ω² − C = P − 2D Rᵀ f R = P − PG Rᵀ f R = P(1 − G Rᵀ f R).

The Lean statement writes ω² times the identity as `ω ^ 2 • (1 : Matrix n n K)`. Inside the proof, `hP` is the relation PG = 2D and `hω` is ω² − D² = P.

```lean
variable [Fintype m]

/-- Away from the bare transition energies, `ω² - D²` can be factored out of `ω²` minus the
Casida matrix. -/
theorem casida_factor (D : n → K) (R : Matrix m n K) (f : Matrix m m K) (ω : K)
    (h : ∀ i, ω ^ 2 ≠ D i ^ 2) :
    ω ^ 2 • (1 : Matrix n n K) - casidaMatrix D R f =
      diagonal (fun i => ω ^ 2 - D i ^ 2) *
        (1 - diagonal (fun i => 2 * D i / (ω ^ 2 - D i ^ 2)) * (Rᵀ * f * R)) := by
  have hP : diagonal (fun i => ω ^ 2 - D i ^ 2) *
      diagonal (fun i => 2 * D i / (ω ^ 2 - D i ^ 2)) = diagonal (fun i => 2 * D i) := by
    rw [Matrix.diagonal_mul_diagonal]
    congr 1
    funext i
    have h3 : ω ^ 2 - D i ^ 2 ≠ 0 := sub_ne_zero.mpr (h i)
    field_simp
  have hω : ω ^ 2 • (1 : Matrix n n K) - diagonal (fun i => D i ^ 2) =
      diagonal (fun i => ω ^ 2 - D i ^ 2) := by
    ext i j
    rcases eq_or_ne i j with rfl | hij
    · simp
    · simp [hij]
  rw [casidaMatrix, mul_sub, mul_one,
    ← Matrix.mul_assoc (diagonal fun i => ω ^ 2 - D i ^ 2), hP, ← hω, sub_sub]
```

## From density space to transition space

For rectangular matrices A and B of matching sizes, det(1 − AB) = det(1 − BA). To see this, take the block matrix with identity blocks on the diagonal and A and B off it. Eliminating one diagonal block gives det(1 − BA), and eliminating the other gives det(1 − AB).

Choose A = R and B = G Rᵀ f. Then AB = χ₀ f acts on densities, while BA = G Rᵀ f R acts on transitions, so

det(1 − χ₀ f) = det(1 − G Rᵀ f R).

Multiplying by det P and using the factorisation above gives

det(1 − χ₀ f) det P = det[P(1 − G Rᵀ f R)] = det(ω² − C).

The proof starts from the right-hand side: `casida_factor` supplies the factorisation, `Matrix.det_mul` splits the determinant, and `Matrix.det_one_sub_mul_comm` moves R around. The auxiliary equation `e1` unfolds χ₀ and regroups the product; `e2` only regroups.

```lean
/-- **Casida determinant identity**: away from the bare transition energies,
`det (1 - χ₀ f) det (ω² - D²) = det (ω² - D² - 2 D Rᵀ f R)`. -/
theorem casida_det [DecidableEq m]
    (D : n → K) (R : Matrix m n K) (f : Matrix m m K) (ω : K)
    (h : ∀ i, ω ^ 2 ≠ D i ^ 2) :
    (1 - chi0 D R ω * f).det * (diagonal (fun i => ω ^ 2 - D i ^ 2)).det =
      (ω ^ 2 • (1 : Matrix n n K) - casidaMatrix D R f).det := by
  have e1 : chi0 D R ω * f =
      R * (diagonal (fun i => 2 * D i / (ω ^ 2 - D i ^ 2)) * (Rᵀ * f)) := by
    simp only [chi0, Matrix.mul_assoc]
  have e2 : diagonal (fun i => 2 * D i / (ω ^ 2 - D i ^ 2)) * (Rᵀ * f * R) =
      diagonal (fun i => 2 * D i / (ω ^ 2 - D i ^ 2)) * (Rᵀ * f) * R := by
    simp only [Matrix.mul_assoc]
  -- moving `R` around the determinant passes from density space to transition space
  rw [casida_factor D R f ω h, Matrix.det_mul, e1, Matrix.det_one_sub_mul_comm R, e2]
  exact mul_comm _ _
```

## Zeros of the response determinant

Because P is diagonal, det P = Π_i (ω² − D_i²), which is nonzero away from the bare energies. It can be divided out without changing the zeros:

det(1 − χ₀ f) = 0 if and only if det(ω² − C) = 0.

```lean
/-- Away from the bare transition energies, `det (1 - χ₀ f)` vanishes exactly when the
characteristic determinant of the Casida matrix vanishes at `ω²`. -/
theorem response_det_eq_zero_iff [DecidableEq m]
    (D : n → K) (R : Matrix m n K) (f : Matrix m m K) (ω : K)
    (h : ∀ i, ω ^ 2 ≠ D i ^ 2) :
    (1 - chi0 D R ω * f).det = 0 ↔
      (ω ^ 2 • (1 : Matrix n n K) - casidaMatrix D R f).det = 0 := by
  have hP : (diagonal (fun i => ω ^ 2 - D i ^ 2)).det ≠ 0 := by
    rw [Matrix.det_diagonal]
    exact Finset.prod_ne_zero_iff.mpr fun i _ => sub_ne_zero.mpr (h i)
  rw [← casida_det D R f ω h, mul_eq_zero, or_iff_left hP]
```

## Self-sustained densities

An induced density v creates the potential f v, to which the bare system responds with χ₀ f v. Without an external potential, self-consistency requires

χ₀ f v = v, that is, (1 − χ₀ f)v = 0.

A nonzero solution exists exactly when det(1 − χ₀ f) = 0. Likewise, a nonzero x with Cx = ω²x exists exactly when det(ω² − C) = 0. The preceding equivalence joins the two conditions.

This is the sense of “resonance” used here. The theorem constructs neither the full interacting response function nor its residues, so it gives no oscillator strengths.

In Lean, `*ᵥ` applies a matrix to a vector. The helpers `a` and `b` rewrite the two null-vector conditions as the self-consistency and eigenvalue equations, and `Matrix.exists_mulVec_eq_zero_iff` connects them to the determinants.

```lean
/-- Away from the bare transition energies, a nonzero self-sustained density `χ₀ f v = v`
exists exactly when `ω²` is an eigenvalue of the Casida matrix. -/
theorem resonance_iff_eigenvalue [DecidableEq m]
    (D : n → K) (R : Matrix m n K) (f : Matrix m m K) (ω : K)
    (h : ∀ i, ω ^ 2 ≠ D i ^ 2) :
    (∃ v, v ≠ 0 ∧ (chi0 D R ω * f) *ᵥ v = v) ↔
      ∃ x, x ≠ 0 ∧ casidaMatrix D R f *ᵥ x = ω ^ 2 • x := by
  have a : ∀ v, (1 - chi0 D R ω * f) *ᵥ v = 0 ↔ (chi0 D R ω * f) *ᵥ v = v := fun v => by
    rw [Matrix.sub_mulVec, Matrix.one_mulVec, sub_eq_zero, eq_comm]
  have b : ∀ x, (ω ^ 2 • (1 : Matrix n n K) - casidaMatrix D R f) *ᵥ x = 0 ↔
      casidaMatrix D R f *ᵥ x = ω ^ 2 • x := fun x => by
    rw [Matrix.sub_mulVec, Matrix.smul_mulVec, Matrix.one_mulVec, sub_eq_zero, eq_comm]
  have hdet := response_det_eq_zero_iff D R f ω h
  rw [← Matrix.exists_mulVec_eq_zero_iff, ← Matrix.exists_mulVec_eq_zero_iff] at hdet
  simp only [a, b] at hdet
  exact hdet
```

The density can also be built directly from an eigenvector. The i-th component of Cx = ω²x reads

D_i² x_i + 2D_i (Rᵀ f R x)_i = ω² x_i.

Solving for x_i gives

x_i = [2D_i/(ω² − D_i²)] (Rᵀ f R x)_i, or x = G Rᵀ f R x.

If Rx were zero, the right-hand side would vanish and so would x, contrary to assumption. Hence Rx ≠ 0. Applying R to both sides gives

Rx = R G Rᵀ f (Rx) = χ₀ f (Rx).

The eigenvector thus supplies the amplitudes with which the transition densities combine into the oscillating density. No normalisation of x is needed. The equation x = G Rᵀ f R x is `key` in the proof, which uses it once for each conclusion.

The restriction on ω has physical content here. A transition whose density column in R is zero does not couple to the kernel, and C keeps its bare D_i² as an eigenvalue even though the corresponding unit vector carries no density. Such a frequency is excluded by `h`.

```lean
/-- Away from the bare transition energies, a Casida eigenvector `x` with eigenvalue `ω²`
yields the density `R x`, which is nonzero and self-sustained. -/
theorem density_of_eigenvector (D : n → K) (R : Matrix m n K) (f : Matrix m m K) (ω : K)
    (h : ∀ i, ω ^ 2 ≠ D i ^ 2) (x : n → K) (hx0 : x ≠ 0)
    (hx : casidaMatrix D R f *ᵥ x = ω ^ 2 • x) :
    R *ᵥ x ≠ 0 ∧ (chi0 D R ω * f) *ᵥ (R *ᵥ x) = R *ᵥ x := by
  -- solve the eigenvalue equation for the transition amplitudes
  have key : x = diagonal (fun i => 2 * D i / (ω ^ 2 - D i ^ 2)) *ᵥ
      (Rᵀ *ᵥ (f *ᵥ (R *ᵥ x))) := by
    funext i
    have e := congrFun hx i
    simp only [casidaMatrix, Matrix.add_mulVec, ← Matrix.mulVec_mulVec, Pi.add_apply,
      Matrix.mulVec_diagonal, Pi.smul_apply, smul_eq_mul] at e
    rw [Matrix.mulVec_diagonal, div_mul_eq_mul_div, eq_div_iff (sub_ne_zero.mpr (h i))]
    linear_combination -e
  constructor
  · intro h0
    apply hx0
    rw [key, h0]
    simp only [Matrix.mulVec_zero]
  · have e : (chi0 D R ω * f) *ᵥ (R *ᵥ x) =
        R *ᵥ (diagonal (fun i => 2 * D i / (ω ^ 2 - D i ^ 2)) *ᵥ
          (Rᵀ *ᵥ (f *ᵥ (R *ᵥ x)))) := by
      simp only [chi0, ← Matrix.mulVec_mulVec]
    rw [e, ← key]
```

## The symmetric form

Now let all D_i be real and positive, and put S = diag(√D_i), so that S² = D. Diagonal matrices commute, hence

S C_s = D² S + 2S² Rᵀ f R S = (D² + 2D Rᵀ f R)S = C S.

It follows that S(ω² − C_s) = (ω² − C)S. Taking determinants and cancelling det S = Π_i √D_i, which is nonzero, gives

det(ω² − C_s) = det(ω² − C).

Here ω is real, so the theorem compares the characteristic determinants at nonnegative arguments ω² only. Both are polynomials in ω², however, and polynomials that agree at all nonnegative numbers are identical, so the two matrices also share any negative eigenvalues, which signal an instability. This last step is not formalised. Bare energies need not be avoided, since χ₀ does not appear. In the proof, `hq` is the matrix relation, checked entry by entry on and off the diagonal, and `hq0` permits the cancellation.

```lean
/-- For positive transition energies the Casida matrix and its square-root form have the same
characteristic determinant at every `ω²`. -/
theorem det_symmetricCasida (D : n → ℝ) (R : Matrix m n ℝ) (f : Matrix m m ℝ) (ω : ℝ)
    (hD : ∀ i, 0 < D i) :
    (ω ^ 2 • (1 : Matrix n n ℝ) - symmetricCasida D R f).det =
      (ω ^ 2 • (1 : Matrix n n ℝ) - casidaMatrix D R f).det := by
  -- the diagonal matrix of square roots can be moved from the left to the right, turning one form into the other
  have hq : diagonal (fun i => √(D i)) * (ω ^ 2 • (1 : Matrix n n ℝ) - symmetricCasida D R f) =
      (ω ^ 2 • (1 : Matrix n n ℝ) - casidaMatrix D R f) * diagonal (fun i => √(D i)) := by
    ext i j
    have hs := Real.mul_self_sqrt (hD i).le
    simp only [casidaMatrix, symmetricCasida, Matrix.diagonal_mul, Matrix.mul_diagonal,
      Matrix.sub_apply, Matrix.add_apply, Matrix.smul_apply, smul_eq_mul]
    rcases eq_or_ne i j with rfl | hij
    · simp only [Matrix.one_apply_eq, Matrix.diagonal_apply_eq]
      linear_combination (-2 * (Rᵀ * f * R) i i * √(D i)) * hs
    · simp only [Matrix.one_apply_ne hij, Matrix.diagonal_apply_ne _ hij]
      linear_combination (-2 * (Rᵀ * f * R) i j * √(D j)) * hs
  have hq0 : (diagonal (fun i => √(D i))).det ≠ 0 := by
    rw [Matrix.det_diagonal]
    exact Finset.prod_ne_zero_iff.mpr fun i _ => (Real.sqrt_pos.mpr (hD i)).ne'
  have e := congrArg Matrix.det hq
  rw [Matrix.det_mul, Matrix.det_mul] at e
  exact mul_left_cancel₀ hq0 (e.trans (mul_comm _ _))
```

If fᵀ = f, then (Rᵀ f R)ᵀ = Rᵀ f R, and transposing S(Rᵀ f R)S returns the same matrix. Since D² is diagonal, C_sᵀ = C_s. The proof distributes the transpose over sums and products and inserts the symmetry of f through `hf.eq`.

```lean
/-- For a symmetric kernel the square-root form of the Casida matrix is symmetric. -/
theorem symmetricCasida_isSymm (D : n → ℝ) (R : Matrix m n ℝ) (f : Matrix m m ℝ)
    (hf : f.IsSymm) : (symmetricCasida D R f).IsSymm := by
  unfold Matrix.IsSymm
  simp only [symmetricCasida, Matrix.transpose_add, Matrix.transpose_smul,
    Matrix.transpose_mul, Matrix.diagonal_transpose, Matrix.transpose_transpose, hf.eq,
    Matrix.mul_assoc]
```

## One transition

With a single transition, numbered 0 as in Lean, write k = (Rᵀ f R)₀₀ for the kernel matrix element. The Casida matrix is then one number, D₀² + 2D₀k, and its characteristic determinant is

ω² − D₀² − 2D₀k.

Away from ω² = D₀², the response determinant therefore vanishes exactly when

ω² = D₀² + 2D₀k.

For real D₀ > 0, a positive k raises ω² above its bare value and a negative k lowers it. The density basis may still have any finite size; only the transition space is one-dimensional. The proof applies the general zero criterion and evaluates the 1 × 1 determinant with `Matrix.det_fin_one`.

```lean
/-- With a single transition, and away from its bare energy, `det (1 - χ₀ f)` vanishes exactly when
`ω² = D² + 2 D k`, where `k` is the single entry of `Rᵀ f R`. -/
theorem single_transition [DecidableEq m]
    (D : Fin 1 → K) (R : Matrix m (Fin 1) K) (f : Matrix m m K) (ω : K)
    (h : ∀ i, ω ^ 2 ≠ D i ^ 2) :
    (1 - chi0 D R ω * f).det = 0 ↔ ω ^ 2 = D 0 ^ 2 + 2 * D 0 * (Rᵀ * f * R) 0 0 := by
  rw [response_det_eq_zero_iff D R f ω h, Matrix.det_fin_one]
  simp only [casidaMatrix, Matrix.sub_apply, Matrix.smul_apply, Matrix.one_apply_eq,
    Matrix.add_apply, Matrix.diagonal_apply_eq, Matrix.diagonal_mul, smul_eq_mul, mul_one,
    sub_eq_zero]

end

end CasidaEquation
```

```lean
#print axioms CasidaEquation.resonance_iff_eigenvalue
#print axioms CasidaEquation.density_of_eigenvector
#print axioms CasidaEquation.symmetricCasida_isSymm
#print axioms CasidaEquation.single_transition
```

```
'CasidaEquation.resonance_iff_eigenvalue' depends on axioms: [propext, Classical.choice, Quot.sound]
'CasidaEquation.density_of_eigenvector' depends on axioms: [propext, Classical.choice, Quot.sound]
'CasidaEquation.symmetricCasida_isSymm' depends on axioms: [propext, Classical.choice, Quot.sound]
'CasidaEquation.single_transition' depends on axioms: [propext, Classical.choice, Quot.sound]
```
